# Boettger intercepts of concave slab energies with convergent excess are nondecreasing lower bounds on the surface term

Take slabs of one, two and three layers, with total energies $E(1)$, $E(2)$ and $E(3)$. The straight line through the first two energies, extended back to zero layers, has the intercept

$$B(1)=E(1)-\bigl(E(2)-E(1)\bigr)=2E(1)-E(2).$$

The line through the last two has the intercept

$$B(2)=E(2)-2\bigl(E(3)-E(2)\bigr)=3E(2)-2E(3).$$

Subtracting gives

$$B(2)-B(1)=-2\,\bigl(E(3)-2E(2)+E(1)\bigr).$$

If the third layer costs no more than the second, the bracket is at most zero and the intercept cannot fall. At every thickness $N$ the same computation gives $B(N+1)-B(N)=-(N+1)\bigl(E(N+2)-2E(N+1)+E(N)\bigr)$. To compare the intercepts with the surface energy, one also needs to know how thick slabs behave.

## Slab energies, intercepts and excess

Let $E(N)$ be the energy of an $N$-layer slab, per surface cell. For a thick slab one expects $E(N)\approx Ne+s$, where $e$ is the bulk energy per layer and $s$ is the energy of the two faces together, which for equivalent faces is twice the surface energy of one face per surface cell. Write $D(N)=E(N+1)-E(N)$ for the cost of one more layer.

```lean
import Mathlib

open Filter Topology

namespace ConcaveSlabBounds

noncomputable section
```

The Boettger intercept is $B(N)=E(N)-N\,D(N)$. It uses slab energies only, with no separate bulk calculation. The code takes the forward increment; the form with the backward increment, $E(N+1)-(N+1)D(N)$, is the same number, labelled by the thicker of the two slabs.

```lean
/-- The Boettger intercept of slab energies: the energy of `N` layers minus `N` times the
energy of adding one more layer. -/
def boettger (E : ℕ → ℝ) (N : ℕ) : ℝ := E N - N * (E (N + 1) - E N)
```

The excess is $x(N)=E(N)-Ne$, which does need the bulk energy.

```lean
/-- The excess energy of an `N`-layer slab over `N` layers of bulk energy `e`. -/
def excess (E : ℕ → ℝ) (e : ℝ) (N : ℕ) : ℝ := E N - N * e
```

Concavity says that the second difference of $E$ is nonpositive from one layer on. In Lean, `E : ℕ → ℝ` also has a value at $0$, but the condition `1 ≤ N` leaves that value free.

```lean
/-- Slab energies are concave in the number of layers, from one layer on. -/
def ConcaveSlab (E : ℕ → ℝ) : Prop :=
  ∀ N : ℕ, 1 ≤ N → E (N + 2) - 2 * E (N + 1) + E N ≤ 0
```

Physically, concavity means that, from the third layer on, each layer costs no more than the one before. It is assumed here, not derived from an electronic Hamiltonian, and metal films whose energies oscillate with thickness can violate it. The second hypothesis, `Tendsto (excess E e) atTop (𝓝 s)`, says that $x(N)\to s$: in a thick slab the two faces no longer influence each other, and the interior is bulk with energy $e$ per layer.

The last definition is a model family in which the finite-size correction decays geometrically. It serves as an example in part (i).

```lean
/-- Slab energies with bulk energy `e`, surface term `s` and a finite-size correction
`-c q ^ N`. -/
def geometricSlab (e s c q : ℝ) (N : ℕ) : ℝ := N * e + s - c * q ^ N
```

For slab calculations of surface energies, the outcome is that every intercept is a lower bound on $s$ and thicker slabs never worsen it, provided that the whole series is concave and its excess converges. A finite set of computed slabs can refute concavity but cannot establish it for all thicknesses.

## (a) The cost of a layer does not increase

Show that $D(N)\le D(M)$ whenever $1\le M\le N$.

The second difference is a difference of increments:

$$E(n+2)-2E(n+1)+E(n)=D(n+1)-D(n)\le 0 .$$

Chaining these inequalities from $n=M$ to $n=N-1$ gives the claim; for $N=M$ there is nothing to prove. The chain is an induction on $N$ starting at $M$, and `linarith` adds one link at each step.

```lean
/-- For concave slab energies, the energy of adding a layer does not increase with thickness. -/
theorem increment_antitone {E : ℕ → ℝ} (hE : ConcaveSlab E) {M N : ℕ}
    (hM : 1 ≤ M) (hMN : M ≤ N) : E (N + 1) - E N ≤ E (M + 1) - E M := by
  induction N, hMN using Nat.le_induction with
  | base => exact le_refl _
  | succ n hn ih =>
    have h : E (n + 1 + 1) - 2 * E (n + 1) + E n ≤ 0 := hE n (le_trans hM hn)
    linarith
```

## (b) Each layer costs at least the bulk energy

Show that $e\le D(N)$ for $N\ge1$ when the excess also converges.

From $E(n)=x(n)+ne$ it follows that

$$D(n)=x(n+1)-x(n)+e\;\longrightarrow\; s-s+e=e .$$

By (a), $D(n)\le D(N)$ for all $n\ge N$. Letting $n\to\infty$ gives $e\le D(N)$.

In the proof, `h1` is the limit of the right-hand expression, `h2` transfers it to the increments, and `le_of_tendsto` passes the inequality to the limit.

```lean
/-- For concave slab energies whose excess converges, adding a layer costs at least the
bulk energy per layer. -/
theorem bulk_le_increment {E : ℕ → ℝ} {e s : ℝ} (hE : ConcaveSlab E)
    (hs : Tendsto (excess E e) atTop (𝓝 s)) {N : ℕ} (hN : 1 ≤ N) :
    e ≤ E (N + 1) - E N := by
  -- the increments converge to the bulk energy
  have h1 := ((hs.comp (tendsto_add_atTop_nat 1)).sub hs).add_const e
  have h2 : Tendsto (fun n : ℕ => E (n + 1) - E n) atTop (𝓝 (s - s + e)) := by
    refine h1.congr (fun n => ?_)
    show excess E e (n + 1) - excess E e n + e = E (n + 1) - E n
    unfold excess
    push_cast
    ring
  rw [sub_self, zero_add] at h2
  -- a nonincreasing sequence stays above its limit
  exact le_of_tendsto h2 ((eventually_ge_atTop N).mono
    (fun n hn => increment_antitone hE hN hn))
```

## (c) The excess does not decrease

Show that $x(M)\le x(N)$ whenever $1\le M\le N$, again for concave energies whose excess converges. Both hypotheses also stand in (d) and in (f) to (h).

One more layer changes the excess by

$$x(n+1)-x(n)=D(n)-e\ge 0,$$

by (b). Summing from $M$ to $N-1$ gives the result, again by induction in the code. A thin slab therefore has an excess no larger than that of a thick one: in this model the finite-size effect can only lower the energy.

```lean
/-- The excess energy of concave slabs does not decrease with thickness. -/
theorem excess_mono {E : ℕ → ℝ} {e s : ℝ} (hE : ConcaveSlab E)
    (hs : Tendsto (excess E e) atTop (𝓝 s)) {M N : ℕ} (hM : 1 ≤ M) (hMN : M ≤ N) :
    excess E e M ≤ excess E e N := by
  induction N, hMN using Nat.le_induction with
  | base => exact le_refl _
  | succ n hn ih =>
    have h := bulk_le_increment hE hs (le_trans hM hn)
    unfold excess at ih ⊢
    push_cast
    linarith
```

## (d) The intercepts never fall and never exceed the surface term

Show that $B(M)\le B(N)$ for $1\le M\le N$, and that $B(N)\le x(N)\le s$ for $N\ge 1$.

For the first claim, compute one step:

$$\begin{aligned}
B(n+1)-B(n)&=E(n+1)-E(n)-(n+1)D(n+1)+nD(n)\\
&=(n+1)\bigl(D(n)-D(n+1)\bigr)\ge0 .
\end{aligned}$$

The last bracket is minus the second difference, so only concavity enters. This is `hstep` in the proof, and `hpos` supplies the sign.

For the second claim, multiply $e\le D(N)$ by $N$ and subtract from $E(N)$:

$$B(N)=E(N)-N\,D(N)\le E(N)-Ne=x(N).$$

Finally, $x(N)\le x(n)$ for every $n\ge N$ by (c), and $n\to\infty$ gives $x(N)\le s$; in Lean this is `ge_of_tendsto`. With an exact $e$ at hand, the excess is thus at least as tight a lower bound as the intercept at the same $N$.

```lean
/-- One-sided bounds from concave slab data: the Boettger intercepts are nondecreasing, and each is
at most the excess energy, which is at most its thick-slab limit `s`. -/
theorem boettger_bounds {E : ℕ → ℝ} {e s : ℝ} (hE : ConcaveSlab E)
    (hs : Tendsto (excess E e) atTop (𝓝 s)) :
    (∀ M N : ℕ, 1 ≤ M → M ≤ N → boettger E M ≤ boettger E N) ∧
    (∀ N : ℕ, 1 ≤ N → boettger E N ≤ excess E e N ∧ excess E e N ≤ s) := by
  refine ⟨fun M N hM hMN => ?_, fun N hN => ⟨?_, ?_⟩⟩
  · induction N, hMN using Nat.le_induction with
    | base => exact le_refl _
    | succ n hn ih =>
      have h : E (n + 1 + 1) - 2 * E (n + 1) + E n ≤ 0 := hE n (le_trans hM hn)
      -- the intercept grows by -(n+1) times the second difference
      have hstep : boettger E (n + 1) - boettger E n
          = ((n : ℝ) + 1) * (-(E (n + 1 + 1) - 2 * E (n + 1) + E n)) := by
        unfold boettger
        push_cast
        ring
      have hpos : 0 ≤ ((n : ℝ) + 1) * (-(E (n + 1 + 1) - 2 * E (n + 1) + E n)) :=
        mul_nonneg (by positivity) (by linarith)
      linarith
  · have h := mul_le_mul_of_nonneg_left (bulk_le_increment hE hs hN) (Nat.cast_nonneg (α := ℝ) N)
    unfold boettger excess
    linarith
  · exact ge_of_tendsto hs ((eventually_ge_atTop N).mono
      (fun n hn => excess_mono hE hs hN hn))
```

## (e) The slope of a chord is no less than the next increment

Show that $(N-m)\,D(N)\le E(N)-E(m)$ whenever $1\le m\le N$.

The right-hand side is the sum of the $N-m$ increments $D(m),\dots,D(N-1)$, and by (a) each of them is at least $D(N)$. For $N=m$ both sides vanish.

The code builds the sum one layer at a time. If the bound holds at $n$, then

$$(n+1-m)D(n+1)\le(n+1-m)D(n)\le E(n)-E(m)+D(n)=E(n+1)-E(m).$$

The first inequality is (a) multiplied by the nonnegative number $n+1-m$, and the second is the induction hypothesis with $D(n)$ added to both sides.

```lean
/-- The energy of adding a layer to `N` layers, times `N - m`, is at most the energy
difference between the slabs of `N` and `m` layers. -/
theorem chord_bound {E : ℕ → ℝ} (hE : ConcaveSlab E) {m N : ℕ}
    (hm : 1 ≤ m) (hmN : m ≤ N) :
    ((N : ℝ) - m) * (E (N + 1) - E N) ≤ E N - E m := by
  induction N, hmN using Nat.le_induction with
  | base => simp
  | succ n hn ih =>
    have hd := increment_antitone hE (le_trans hm hn) (Nat.le_succ n)
    have hc : (m : ℝ) ≤ n := by exact_mod_cast hn
    have h := mul_le_mul_of_nonneg_left hd (show (0 : ℝ) ≤ (n : ℝ) + 1 - m by linarith)
    push_cast
    linarith
```

## (f) A lower bound on the intercept from half the thickness

Show that $B(N)\ge 2x(m)-s$ whenever $m\ge1$ and $2m\le N$.

Put $d=D(N)-e$, which is nonnegative by (b). Subtracting $(N-m)e$ from both sides of (e) gives

$$(N-m)\,d\le x(N)-x(m).$$

Since $2m\le N$, we have $N\le 2(N-m)$, and hence

$$N d\le 2(N-m)\,d\le 2x(N)-2x(m).$$

The intercept is $B(N)=x(N)-Nd$, so

$$B(N)\ge 2x(m)-x(N)\ge 2x(m)-s,$$

where the last step uses $x(N)\le s$ from (d). In the proof, `hp` is the inequality $(N-2m)\,d\ge0$, which carries the condition on the thickness; `linarith` combines it with the chord bound and the bound on the excess.

```lean
/-- The Boettger intercept at `N` layers is at least twice the excess energy at `m` layers
minus the limit `s`, whenever `N` is at least `2 m`. -/
theorem boettger_lower_bound {E : ℕ → ℝ} {e s : ℝ} (hE : ConcaveSlab E)
    (hs : Tendsto (excess E e) atTop (𝓝 s)) {m N : ℕ} (hm : 1 ≤ m) (hmN : 2 * m ≤ N) :
    2 * excess E e m - s ≤ boettger E N := by
  have hN : 1 ≤ N := by omega
  have hch := chord_bound hE hm (show m ≤ N by omega)
  have hb := bulk_le_increment hE hs hN
  have hx := ((boettger_bounds hE hs).2 N hN).2
  have hc : 2 * (m : ℝ) ≤ N := by exact_mod_cast hmN
  have hp := mul_nonneg (sub_nonneg.2 hc) (sub_nonneg.2 hb)
  unfold excess at hx ⊢
  unfold boettger
  linarith
```

## (g) The intercepts converge to the surface term

Show that $B(N)\to s$.

Part (d) alone gives a nondecreasing sequence bounded by $s$, which could still have a smaller limit. The danger lies in the factor $N$ that multiplies $D(N)-e$. Part (f) controls it. Take $m=\lfloor N/2\rfloor$, which is at least $1$ once $N\ge2$. Then

$$2x(\lfloor N/2\rfloor)-s\;\le\; B(N)\;\le\; s .$$

As $N\to\infty$, so does $\lfloor N/2\rfloor$, and the left-hand side tends to $2s-s=s$. The squeeze gives the limit.

In Lean, `N / 2` on natural numbers is already the rounded-down half. The statement `hhalf` says that it grows without bound, and `hlow` is the limit of the lower bound.

```lean
/-- For concave slab energies whose excess converges to `s`, the Boettger intercepts
converge to `s` as well. -/
theorem boettger_tendsto {E : ℕ → ℝ} {e s : ℝ} (hE : ConcaveSlab E)
    (hs : Tendsto (excess E e) atTop (𝓝 s)) : Tendsto (boettger E) atTop (𝓝 s) := by
  have hhalf : Tendsto (fun N : ℕ => N / 2) atTop atTop := by
    refine tendsto_atTop.2 (fun b => eventually_atTop.2 ⟨2 * b, fun N hN => ?_⟩)
    show b ≤ N / 2
    omega
  have hlow : Tendsto (fun N : ℕ => 2 * excess E e (N / 2) - s) atTop (𝓝 (2 * s - s)) :=
    ((hs.comp hhalf).const_mul 2).sub_const s
  rw [show 2 * s - s = s by ring] at hlow
  -- squeeze between the half-thickness bound and s
  refine tendsto_of_tendsto_of_tendsto_of_le_of_le' hlow tendsto_const_nhds ?_ ?_
  · exact (eventually_ge_atTop 2).mono
      (fun N hN => boettger_lower_bound hE hs (by omega) (by omega))
  · exact (eventually_ge_atTop 1).mono (fun N hN =>
      ((boettger_bounds hE hs).2 N hN).1.trans ((boettger_bounds hE hs).2 N hN).2)
```

## (h) When an intercept is exact

For $N\ge1$, show that $B(N)=s$ holds exactly when $E(M)=Me+s$ for every $M\ge N$.

Suppose $B(N)=s$. For $M\ge N$, parts (c) and (d) give

$$s=B(N)\le x(N)\le x(M)\le s,$$

so $x(M)=s$, which is $E(M)=Me+s$.

Conversely, suppose that the linear formula holds from $N$ on. Then $D(N)=e$, and

$$B(N)=Ne+s-Ne=s.$$

An intercept therefore falls strictly short of $s$ unless the finite-size effect has vanished completely from that thickness on. The two directions of the proof follow these two computations.

```lean
/-- The Boettger intercept at `N` layers equals the limit `s` exactly when the slab energy is
`M e + s` for every thickness `M` from `N` on. -/
theorem boettger_eq_iff {E : ℕ → ℝ} {e s : ℝ} (hE : ConcaveSlab E)
    (hs : Tendsto (excess E e) atTop (𝓝 s)) {N : ℕ} (hN : 1 ≤ N) :
    boettger E N = s ↔ ∀ M : ℕ, N ≤ M → E M = M * e + s := by
  constructor
  · intro h M hM
    have h1 := ((boettger_bounds hE hs).2 N hN).1
    have h2 := excess_mono hE hs hN hM
    have h3 := ((boettger_bounds hE hs).2 M (le_trans hN hM)).2
    have h4 : excess E e M = s := by linarith
    unfold excess at h4
    linarith
  · intro h
    unfold boettger
    rw [h (N + 1) (Nat.le_succ N), h N (le_refl N)]
    push_cast
    ring
```

## (i) Geometrically decaying corrections satisfy both hypotheses

Let $E(N)=Ne+s-c\,q^N$ with $c\ge0$ and $0\le q<1$. Show that $E$ is concave from one layer on and that its excess converges to $s$.

The linear part drops out of the second difference, which leaves

$$-c\,q^N(q^2-2q+1)=-c\,q^N(1-q)^2\le0 .$$

The excess is $x(N)=s-c\,q^N$, and $q^N\to0$, so $x(N)\to s$. The correction $-c\,q^N$ stands for an attraction between the two faces that dies out with thickness; for $c=0$ there is no finite-size effect.

The code proves the first identity as `heq`, with the sign from `positivity`, and obtains the limit from the convergence of powers of $q$. Parts (a) to (h) therefore apply to this family.

A short calculation that the file does not contain shows how the two estimates of $s$ compare here. Since $D(N)=e+c\,q^N(1-q)$, the excess misses $s$ by $c\,q^N$, while the intercept misses it by $c\,q^N\bigl(1+N(1-q)\bigr)$.

```lean
/-- Slab energies `N e + s - c q ^ N` with `c ≥ 0` and `0 ≤ q < 1` are concave, and their
excess energy converges to `s`. -/
theorem geometricSlab_witness (e s : ℝ) {c q : ℝ} (hc : 0 ≤ c) (hq : 0 ≤ q) (hq1 : q < 1) :
    ConcaveSlab (geometricSlab e s c q) ∧
    Tendsto (excess (geometricSlab e s c q) e) atTop (𝓝 s) := by
  constructor
  · intro N _
    have h : 0 ≤ c * q ^ N * (q - 1) ^ 2 := by positivity
    have heq : geometricSlab e s c q (N + 2) - 2 * geometricSlab e s c q (N + 1)
        + geometricSlab e s c q N = -(c * q ^ N * (q - 1) ^ 2) := by
      unfold geometricSlab
      push_cast
      ring
    linarith
  · have h := ((tendsto_pow_atTop_nhds_zero_of_lt_one hq hq1).const_mul c).const_sub s
    rw [mul_zero, sub_zero] at h
    refine h.congr (fun N => ?_)
    unfold excess geometricSlab
    ring

end

end ConcaveSlabBounds
```

```lean
#print axioms ConcaveSlabBounds.boettger_bounds
#print axioms ConcaveSlabBounds.boettger_tendsto
#print axioms ConcaveSlabBounds.boettger_eq_iff
```

```
'ConcaveSlabBounds.boettger_bounds' depends on axioms: [propext, Classical.choice, Quot.sound]
'ConcaveSlabBounds.boettger_tendsto' depends on axioms: [propext, Classical.choice, Quot.sound]
'ConcaveSlabBounds.boettger_eq_iff' depends on axioms: [propext, Classical.choice, Quot.sound]
```
